# The spin-spin Gaunt energy of a singlet pair in one s-type Gaussian orbital is $2\pi\alpha^2$ times its coalescence density

**Q:** You replace the spin-spin Gaunt interaction by a $4\times4$ matrix on two spins, with both electrons fixed in one Gaussian orbital. What physics survives that choice?

**A:** The magnetic coupling of the two spin moments, averaged over the orbital. In Gaussian-based atomic units, with $\alpha$ the fine-structure constant, each moment is $-\tfrac{\alpha}{2}\boldsymbol\sigma$, where $\boldsymbol\sigma$ is the vector of Pauli matrices. The product of the two moments gives a factor $\alpha^2/4$, and the energy of a moment in a magnetic field, minus their scalar product, gives the sign. The resulting prefactor $-\alpha^2/4$ is postulated here, not derived from the Dirac equation.

```lean
import Mathlib

open MeasureTheory Matrix
open scoped Real Kronecker

namespace GaussianGaunt

noncomputable section
```

**Q:** Which objects carry the average?

**A:** Positions and momenta are functions `Fin 3 → ℝ`, so axes are numbered 0, 1, 2, and `⬝ᵥ` is the scalar product. `dirWeight` is an auxiliary weight for the angular average. For exponent $a>0$, the orbital has density $n(r)=(2a/\pi)^{3/2}e^{-2ar^2}$ and form factor $F(q)=\int n(r)e^{-iq\cdot r}\,d^3r$.

```lean
/-- The directional weight `q_i q_j / q²` times a radial function `g(q²)`, for `q ≠ 0`. -/
def dirWeight (g : ℝ → ℝ) (i j : Fin 3) (q : Fin 3 → ℝ) : ℝ :=
  q i * q j / (q ⬝ᵥ q) * g (q ⬝ᵥ q)

/-- The density of a normalised 1s Gaussian orbital `exp(-a r²)`, for `a > 0`. -/
def orbitalDensity (a : ℝ) (r : Fin 3 → ℝ) : ℝ :=
  (2 * a / π) ^ (3 / 2 : ℝ) * Real.exp (-(2 * a) * (r ⬝ᵥ r))

/-- The form factor of the orbital: the Fourier integral of its density, for `a > 0`. -/
def formFactor (a : ℝ) (q : Fin 3 → ℝ) : ℂ :=
  ∫ r : Fin 3 → ℝ, (orbitalDensity a r : ℂ) * Complex.exp (-Complex.I * (q ⬝ᵥ r : ℝ))
```

For spin directions $s,t$, `spinCoupling` is

$$K(s,t)=\int\frac{d^3q}{(2\pi)^3}\,\frac{4\pi\,(q\times s)\cdot(q\times t)}{q^2}\,|F(q)|^2 .$$

The operator is $-\frac{\alpha^2}{4}\sum_{ij}K(e_i,e_j)\,\sigma_i\otimes\sigma_j$, with $e_i$ the unit vectors.

```lean
/-- The magnetic coupling of two spin directions `s`, `t` carried by two electrons in the
orbital, for `a > 0`; the integrand is meant for `q ≠ 0`. -/
def spinCoupling (a : ℝ) (s t : Fin 3 → ℝ) : ℝ :=
  ∫ q : Fin 3 → ℝ, 1 / (2 * π) ^ 3 * (4 * π) * ((crossProduct q s) ⬝ᵥ (crossProduct q t))
    * ‖formFactor a q‖ ^ 2 / (q ⬝ᵥ q)

/-- The three Pauli matrices. -/
def pauli : Fin 3 → Matrix (Fin 2) (Fin 2) ℂ :=
  ![!![0, 1; 1, 0], !![0, -Complex.I; Complex.I, 0], !![1, 0; 0, -1]]

/-- The (unnormalised) two-electron singlet, up-down minus down-up. -/
def singlet : Fin 2 × Fin 2 → ℂ := fun p => !![0, 1; -1, 0] p.1 p.2

/-- The spin-spin Gaunt operator on two spins, averaged over the orbital with `a > 0`. -/
def gauntOperator (α a : ℝ) : Matrix (Fin 2 × Fin 2) (Fin 2 × Fin 2) ℂ :=
  ∑ i, ∑ j, ((-(α ^ 2 / 4) * spinCoupling a (Pi.single i 1) (Pi.single j 1) : ℝ) : ℂ) •
    (pauli i ⊗ₖ pauli j)
```

**Q:** Your singlet isn't normalised.

**A:** The result is an eigenvalue equation, so the factor $1/\sqrt2$ drops out. The eigenvalue is the energy expectation in the normalised singlet.

**Q:** How do you do the angular average without spherical coordinates?

**A:** By symmetry. Let $g(q^2)$ be an integrable radial weight, $G$ its integral, and $T_{ij}=\int (q_iq_j/q^2)\,g\,d^3q$. Reflecting $q_0\to-q_0$ gives $T_{01}=T_{02}=0$. Cycling the axes gives $T_{12}=T_{01}=0$ and $T_{00}=T_{11}=T_{22}$. The diagonal entries sum to $G$, since the origin has measure zero. Hence $T_{ij}=\delta_{ij}G/3$.

The first lemma justifies both changes of variable, as their determinants are $\pm1$. In `isotropy`, the bound $|q_iq_j|\le q^2$ supplies integrability, `hR` is the reflection, `hC` the cycle and `tr` the trace; `linarith` then solves for the entries.

```lean
/-- A linear change of momentum variables with determinant `±1` preserves integrals of
measurable functions. -/
theorem integral_comp_matrix (M : Matrix (Fin 3) (Fin 3) ℝ) (hM : |M.det| = 1)
    {f : (Fin 3 → ℝ) → ℝ} (hf : AEStronglyMeasurable f volume) :
    ∫ q, f (M *ᵥ q) = ∫ q, f q := by
  have hdet : M.det ≠ 0 := by
    intro h
    simp [h] at hM
  have hmap : Measure.map (Matrix.toLin' M) volume = volume := by
    rw [Real.map_matrix_volume_pi_eq_smul_volume_pi hdet, abs_inv, hM]
    simp
  have h := integral_map (μ := volume) (φ := Matrix.toLin' M) (f := f)
    (LinearMap.continuous_of_finiteDimensional _).measurable.aemeasurable
    (by rw [hmap]; exact hf)
  rw [hmap] at h
  simpa only [Matrix.toLin'_apply] using h.symm

/-- Isotropy: for an integrable radial weight `g(q²)`, the product `q_i q_j / q² * g(q²)` is
integrable, and its integral is one third of that of `g(q²)` if `i = j` and zero otherwise. -/
theorem isotropy {g : ℝ → ℝ} (hg : Integrable (fun q : Fin 3 → ℝ => g (q ⬝ᵥ q)))
    (i j : Fin 3) : Integrable (dirWeight g i j) ∧
      ∫ q, dirWeight g i j q = if i = j then (∫ q : Fin 3 → ℝ, g (q ⬝ᵥ q)) / 3 else 0 := by
  have hI : ∀ i j, Integrable (dirWeight g i j) := by
    intro i j
    have hm : Measurable (fun q : Fin 3 → ℝ => q i * q j / (q ⬝ᵥ q)) := by
      simp only [dotProduct, Fin.sum_univ_three]
      fun_prop
    refine hg.mono (hm.aestronglyMeasurable.mul hg.aestronglyMeasurable)
      (.of_forall fun q => ?_)
    have hk : ∀ k, q k * q k ≤ q ⬝ᵥ q := fun k =>
      Finset.single_le_sum (f := fun k => q k * q k) (fun k _ => mul_self_nonneg _)
        (Finset.mem_univ k)
    have h0 : 0 ≤ q ⬝ᵥ q := (mul_self_nonneg _).trans (hk 0)
    have hb : |q i * q j| ≤ q ⬝ᵥ q := abs_le.mpr
      ⟨by nlinarith [hk i, hk j, sq_nonneg (q i + q j)],
       by nlinarith [hk i, hk j, sq_nonneg (q i - q j)]⟩
    rw [dirWeight, norm_mul]
    refine mul_le_of_le_one_left (norm_nonneg _) ?_
    rw [Real.norm_eq_abs, abs_div, abs_of_nonneg h0]
    exact div_le_one_of_le₀ hb h0
  refine ⟨hI i j, ?_⟩
  have tw : ∀ i j (v q : Fin 3 → ℝ), v ⬝ᵥ v = q ⬝ᵥ q →
      dirWeight g i j v = v i * v j / (q ⬝ᵥ q) * g (q ⬝ᵥ q) := by
    intro i j v q h
    unfold dirWeight
    rw [h]
  -- cyclic permutation of the axes
  have hC : ∀ i j, ∫ q : Fin 3 → ℝ, dirWeight g i j ![q 1, q 2, q 0]
      = ∫ q, dirWeight g i j q := by
    intro i j
    have h := integral_comp_matrix !![0, 1, 0; 0, 0, 1; 1, 0, 0]
      (by simp [Matrix.det_fin_three]) (hI i j).aestronglyMeasurable
    have e : ∀ q : Fin 3 → ℝ, !![0, 1, 0; 0, 0, 1; 1, 0, 0] *ᵥ q = ![q 1, q 2, q 0] := by
      intro q
      ext k
      fin_cases k <;> simp [Matrix.mulVec, dotProduct, Fin.sum_univ_three]
    simpa only [e] using h
  have dC : ∀ q : Fin 3 → ℝ, ![q 1, q 2, q 0] ⬝ᵥ ![q 1, q 2, q 0] = q ⬝ᵥ q := by
    intro q
    simp only [dotProduct, Fin.sum_univ_three]
    show q 1 * q 1 + q 2 * q 2 + q 0 * q 0 = _
    ring
  have c1 : ∫ q, dirWeight g 1 1 q = ∫ q, dirWeight g 0 0 q :=
    (integral_congr_ae (.of_forall fun q => (tw 0 0 _ q (dC q)).symm)).trans (hC 0 0)
  have c2 : ∫ q, dirWeight g 2 2 q = ∫ q, dirWeight g 1 1 q :=
    (integral_congr_ae (.of_forall fun q => (tw 1 1 _ q (dC q)).symm)).trans (hC 1 1)
  have c3 : ∫ q, dirWeight g 1 2 q = ∫ q, dirWeight g 0 1 q :=
    (integral_congr_ae (.of_forall fun q => (tw 0 1 _ q (dC q)).symm)).trans (hC 0 1)
  -- reflection of the first axis
  have hR : ∀ j, j ≠ 0 → ∫ q, dirWeight g 0 j q = 0 := by
    intro j hj
    have h := integral_comp_matrix !![-1, 0, 0; 0, 1, 0; 0, 0, 1]
      (by simp [Matrix.det_fin_three]) (hI 0 j).aestronglyMeasurable
    have e : ∀ q : Fin 3 → ℝ, dirWeight g 0 j (!![-1, 0, 0; 0, 1, 0; 0, 0, 1] *ᵥ q)
        = -dirWeight g 0 j q := by
      intro q
      have e0 : !![-1, 0, 0; 0, 1, 0; 0, 0, 1] *ᵥ q = ![-q 0, q 1, q 2] := by
        ext k
        fin_cases k <;> simp [Matrix.mulVec, dotProduct, Fin.sum_univ_three]
      have d : ![-q 0, q 1, q 2] ⬝ᵥ ![-q 0, q 1, q 2] = q ⬝ᵥ q := by
        simp only [dotProduct, Fin.sum_univ_three]
        show -q 0 * -q 0 + q 1 * q 1 + q 2 * q 2 = _
        ring
      have ej : (![-q 0, q 1, q 2] : Fin 3 → ℝ) j = q j := by
        fin_cases j
        · exact absurd rfl hj
        · rfl
        · rfl
      rw [e0, tw 0 j _ q d, ej]
      show -q 0 * q j / (q ⬝ᵥ q) * g (q ⬝ᵥ q) = -(q 0 * q j / (q ⬝ᵥ q) * g (q ⬝ᵥ q))
      ring
    simp only [e, integral_neg] at h
    linarith
  have r1 := hR 1 (by decide)
  have r2 := hR 2 (by decide)
  have sym : ∀ i j, ∫ q, dirWeight g i j q = ∫ q, dirWeight g j i q := by
    intro i j
    simp only [dirWeight, mul_comm (_ : ℝ) (_ : ℝ)]
  have s1 := sym 1 0
  have s2 := sym 2 0
  have s3 := sym 2 1
  -- the three diagonal weights add up to the full weight
  have tr : ∫ q : Fin 3 → ℝ, g (q ⬝ᵥ q) = ∫ q, ∑ k, dirWeight g k k q := by
    refine integral_congr_ae ?_
    filter_upwards [compl_mem_ae_iff.mpr (measure_singleton (0 : Fin 3 → ℝ))] with q hq
    have h : q ⬝ᵥ q ≠ 0 := fun h => hq (dotProduct_self_eq_zero.mp h)
    simp only [dirWeight]
    rw [← Finset.sum_mul, ← Finset.sum_div]
    show _ = (q ⬝ᵥ q) / (q ⬝ᵥ q) * g (q ⬝ᵥ q)
    rw [div_self h, one_mul]
  rw [MeasureTheory.integral_finsetSum _ (fun k _ => hI k k), Fin.sum_univ_three] at tr
  fin_cases i <;> fin_cases j <;> simp <;> linarith
```

**Q:** And the cross products?

**A:** Use $(q\times s)\cdot(q\times t)=q^2\,s\cdot t-(q\cdot s)(q\cdot t)$. Dividing by $q^2$ and averaging gives $(s\cdot t)(G-G/3)=\tfrac23(s\cdot t)G$. Lean expands the product in components and integrates term by term.

```lean
/-- For every integrable radial weight, the transverse coupling `(q×s)·(q×t)/q²` averages to
two thirds of `s·t` times the total weight. -/
theorem transverse_average {g : ℝ → ℝ}
    (hg : Integrable (fun q : Fin 3 → ℝ => g (q ⬝ᵥ q))) (s t : Fin 3 → ℝ) :
    ∫ q : Fin 3 → ℝ, ((crossProduct q s) ⬝ᵥ (crossProduct q t)) / (q ⬝ᵥ q) * g (q ⬝ᵥ q)
      = 2 / 3 * (s ⬝ᵥ t) * ∫ q : Fin 3 → ℝ, g (q ⬝ᵥ q) := by
  have e : ∀ q : Fin 3 → ℝ,
      ((crossProduct q s) ⬝ᵥ (crossProduct q t)) / (q ⬝ᵥ q) * g (q ⬝ᵥ q)
      = ∑ i, ∑ j, ((if i = j then s ⬝ᵥ t else 0) - s i * t j) * dirWeight g i j q := by
    intro q
    unfold dirWeight
    generalize q ⬝ᵥ q = N
    simp [cross_apply, dotProduct, Fin.sum_univ_three]
    ring
  have inner : ∀ i, ∫ q, ∑ j, ((if i = j then s ⬝ᵥ t else 0) - s i * t j) * dirWeight g i j q
      = ∑ j, ((if i = j then s ⬝ᵥ t else 0) - s i * t j) *
        (if i = j then (∫ q : Fin 3 → ℝ, g (q ⬝ᵥ q)) / 3 else 0) := by
    intro i
    rw [MeasureTheory.integral_finsetSum _ (fun j _ => (isotropy hg i j).1.const_mul _)]
    simp only [integral_const_mul, (isotropy hg _ _).2]
  simp only [e]
  rw [MeasureTheory.integral_finsetSum _ (fun i _ => MeasureTheory.integrable_finsetSum _
    fun j _ => (isotropy hg i j).1.const_mul _)]
  simp only [inner]
  generalize (∫ q : Fin 3 → ℝ, g (q ⬝ᵥ q)) = G
  simp [Fin.sum_univ_three, dotProduct]
  ring
```

**Q:** Where does the Gaussian enter?

**A:** Through its Fourier integral. For $b>0$, completing the square,

$$-br^2-iq\cdot r=-b\left(r+\frac{iq}{2b}\right)^2-\frac{q^2}{4b},$$

gives $(\pi/b)^{3/2}e^{-q^2/(4b)}$. Lean takes this from Mathlib's Gaussian theorem; $q=0$ gives the normalisation. Integrability follows because Lean assigns zero to a non-integrable function's integral, and this one is positive.

```lean
/-- The Fourier integral of a Gaussian of exponent `b > 0` in three dimensions. -/
theorem gaussian_fourier {b : ℝ} (hb : 0 < b) (q : Fin 3 → ℝ) :
    ∫ r : Fin 3 → ℝ, (Real.exp (-b * (r ⬝ᵥ r)) : ℂ) * Complex.exp (-Complex.I * (q ⬝ᵥ r : ℝ))
      = (((π / b) ^ (3 / 2 : ℝ) * Real.exp (-(q ⬝ᵥ q) / (4 * b)) : ℝ) : ℂ) := by
  have h := GaussianFourier.integral_cexp_neg_mul_sum_add (b := (b : ℂ)) (by simpa using hb)
    (fun i : Fin 3 => -Complex.I * q i)
  have h1 : ((π : ℂ) / b) ^ ((Fintype.card (Fin 3) : ℂ) / 2)
      = (((π / b) ^ (3 / 2 : ℝ) : ℝ) : ℂ) := by
    rw [Complex.ofReal_cpow (by positivity)]
    simp
  have h2 : ∑ i : Fin 3, (-Complex.I * (q i : ℂ)) ^ 2 = ((-(q ⬝ᵥ q) : ℝ) : ℂ) := by
    simp only [dotProduct, Fin.sum_univ_three]
    push_cast
    linear_combination ((q 0 : ℂ) ^ 2 + (q 1 : ℂ) ^ 2 + (q 2 : ℂ) ^ 2) * Complex.I_sq
  rw [h1, h2] at h
  rw [Complex.ofReal_mul, Complex.ofReal_exp, Complex.ofReal_div, Complex.ofReal_mul,
    Complex.ofReal_ofNat, ← h]
  congr 1
  funext r
  rw [Complex.ofReal_exp, ← Complex.exp_add]
  congr 1
  simp only [dotProduct, Fin.sum_univ_three]
  push_cast
  ring

/-- A Gaussian of exponent `b > 0` is integrable over space, with integral `(π/b)^(3/2)`. -/
theorem gaussian_integral {b : ℝ} (hb : 0 < b) :
    Integrable (fun q : Fin 3 → ℝ => Real.exp (-b * (q ⬝ᵥ q))) ∧
      ∫ q : Fin 3 → ℝ, Real.exp (-b * (q ⬝ᵥ q)) = (π / b) ^ (3 / 2 : ℝ) := by
  have h := gaussian_fourier hb 0
  simp only [zero_dotProduct, Complex.ofReal_zero, mul_zero, Complex.exp_zero, mul_one,
    neg_zero, zero_div, Real.exp_zero] at h
  rw [integral_complex_ofReal] at h
  have h' := Complex.ofReal_injective h
  have hne : ∫ q : Fin 3 → ℝ, Real.exp (-b * (q ⬝ᵥ q)) ≠ 0 := by
    rw [h']
    positivity
  exact ⟨not_imp_comm.1 integral_undef hne, h'⟩
```

With $b=1/(4a)$, $G=(4\pi a)^{3/2}=(2\pi)^3(a/\pi)^{3/2}$. The factor $(2\pi)^3$ cancels, and $4\pi\cdot\tfrac23$ leaves $\tfrac{8\pi}{3}(s\cdot t)(a/\pi)^{3/2}$. In the proof, `hc` and `hp` handle these powers.

```lean
/-- The Gaussian Gaunt integral: for `a > 0` the transverse magnetic coupling of `s` and `t`
equals `(8π/3) (s·t) (a/π)^(3/2)`. -/
theorem gaunt_integral {a : ℝ} (ha : 0 < a) (s t : Fin 3 → ℝ) :
    ∫ q : Fin 3 → ℝ, 1 / (2 * π) ^ 3 * (4 * π) * ((crossProduct q s) ⬝ᵥ (crossProduct q t))
        * Real.exp (-(q ⬝ᵥ q) / (4 * a)) / (q ⬝ᵥ q)
      = 8 * π / 3 * (s ⬝ᵥ t) * (a / π) ^ (3 / 2 : ℝ) := by
  have hb : 0 < 1 / (4 * a) := by positivity
  have e : ∀ q : Fin 3 → ℝ,
      1 / (2 * π) ^ 3 * (4 * π) * ((crossProduct q s) ⬝ᵥ (crossProduct q t))
        * Real.exp (-(q ⬝ᵥ q) / (4 * a)) / (q ⬝ᵥ q)
      = 1 / (2 * π) ^ 3 * (4 * π) * (((crossProduct q s) ⬝ᵥ (crossProduct q t)) / (q ⬝ᵥ q)
        * Real.exp (-(1 / (4 * a)) * (q ⬝ᵥ q))) := by
    intro q
    rw [show -(q ⬝ᵥ q) / (4 * a) = -(1 / (4 * a)) * (q ⬝ᵥ q) by ring]
    ring
  have hc : π / (1 / (4 * a)) = (2 * π) ^ 2 * (a / π) := by
    have := Real.pi_ne_zero
    rw [div_div_eq_mul_div, div_one, ← mul_div_assoc, eq_div_iff this]
    ring
  have hp : ((2 * π) ^ 2) ^ (3 / 2 : ℝ) = (2 * π) ^ 3 := by
    rw [← Real.rpow_natCast (2 * π) 2, ← Real.rpow_mul (by positivity),
      ← Real.rpow_natCast (2 * π) 3]
    congr 1
    norm_num
  have h3 : (2 * π) ^ 3 ≠ 0 := by positivity
  simp only [e]
  rw [integral_const_mul, transverse_average (g := fun x => Real.exp (-(1 / (4 * a)) * x))
    (gaussian_integral hb).1 s t, (gaussian_integral hb).2, hc,
    Real.mul_rpow (by positivity) (by positivity), hp]
  linear_combination (8 * π / 3 * (s ⬝ᵥ t) * (a / π) ^ (3 / 2 : ℝ)) * one_div_mul_cancel h3
```

**Q:** Does that Gaussian really belong to the orbital?

**A:** Yes. Setting $b=2a$ gives $F(q)=e^{-q^2/(8a)}$, so $|F|^2=e^{-q^2/(4a)}$. The coalescence density, the probability density for the electrons to meet, is

$$\int n^2\,d^3r=\left(\frac{2a}{\pi}\right)^3\left(\frac{\pi}{4a}\right)^{3/2}=\left(\frac a\pi\right)^{3/2}.$$

```lean
/-- For `a > 0` the form factor of the orbital is the Gaussian `exp(-q²/(8a))`. -/
theorem formFactor_eq {a : ℝ} (ha : 0 < a) (q : Fin 3 → ℝ) :
    formFactor a q = (Real.exp (-(q ⬝ᵥ q) / (8 * a)) : ℂ) := by
  have e : ∀ r : Fin 3 → ℝ,
      (orbitalDensity a r : ℂ) * Complex.exp (-Complex.I * (q ⬝ᵥ r : ℝ))
      = (((2 * a / π) ^ (3 / 2 : ℝ) : ℝ) : ℂ) * ((Real.exp (-(2 * a) * (r ⬝ᵥ r)) : ℂ)
        * Complex.exp (-Complex.I * (q ⬝ᵥ r : ℝ))) := by
    intro r
    rw [orbitalDensity, Complex.ofReal_mul, mul_assoc]
  have hn : (2 * a / π) ^ (3 / 2 : ℝ) * (π / (2 * a)) ^ (3 / 2 : ℝ) = 1 := by
    rw [← Real.mul_rpow (by positivity) (by positivity),
      div_mul_div_cancel₀ Real.pi_ne_zero, div_self (by positivity), Real.one_rpow]
  simp only [formFactor, e]
  rw [integral_const_mul, gaussian_fourier (by positivity : 0 < 2 * a), ← Complex.ofReal_mul,
    ← mul_assoc, hn, one_mul, show 4 * (2 * a) = 8 * a by ring]

/-- For `a > 0` the coalescence density of two electrons in the orbital, the integral of the
squared orbital density, is `(a/π)^(3/2)`. -/
theorem coalescence_density {a : ℝ} (ha : 0 < a) :
    ∫ r, orbitalDensity a r ^ 2 = (a / π) ^ (3 / 2 : ℝ) := by
  have e : ∀ r, orbitalDensity a r ^ 2
      = ((2 * a / π) ^ (3 / 2 : ℝ)) ^ 2 * Real.exp (-(4 * a) * (r ⬝ᵥ r)) := by
    intro r
    rw [show -(4 * a) * (r ⬝ᵥ r) = -(2 * a) * (r ⬝ᵥ r) + -(2 * a) * (r ⬝ᵥ r) by ring,
      Real.exp_add, orbitalDensity, mul_pow, sq (Real.exp _)]
  have h1 : 0 ≤ 2 * a / π := by positivity
  have h2 : 0 ≤ π / (4 * a) := by positivity
  simp only [e]
  rw [integral_const_mul, (gaussian_integral (by positivity : 0 < 4 * a)).2, sq,
    ← Real.mul_rpow h1 h1, ← Real.mul_rpow (mul_nonneg h1 h1) h2]
  congr 1
  rw [div_mul_div_comm, div_mul_div_comm, div_eq_div_iff (by positivity) (by positivity)]
  ring
```

**Q:** And the sign?

**A:** Each $\sigma_i\otimes\sigma_i$ multiplies the singlet by $-1$, so $\boldsymbol\sigma_1\cdot\boldsymbol\sigma_2=-3$. Lean checks the four components.

```lean
/-- On the singlet the spin product `σ₁·σ₂` has the value `-3`. -/
theorem singlet_spin : (∑ i, pauli i ⊗ₖ pauli i) *ᵥ singlet = (-3 : ℂ) • singlet := by
  ext ⟨i, j⟩
  fin_cases i <;> fin_cases j <;>
    simp [pauli, singlet, Matrix.mulVec, dotProduct, Fintype.sum_prod_type,
      Fin.sum_univ_succ, Matrix.kroneckerMap_apply] <;> norm_num
```

Since $K(e_i,e_j)=\tfrac{8\pi}{3}\delta_{ij}(a/\pi)^{3/2}$, the energy is

$$-\frac{\alpha^2}{4}\cdot\frac{8\pi}{3}\cdot(-3)\left(\frac a\pi\right)^{3/2}=2\pi\alpha^2\int n^2\,d^3r .$$

The final theorem says this for every real $\alpha$ and every $a>0$. Its steps `hF`, `k` and `op` insert the form factor, evaluate $K$ and reduce the double sum to $\boldsymbol\sigma_1\cdot\boldsymbol\sigma_2$.

```lean
/-- For two electrons in a 1s Gaussian orbital with `a > 0`, the spin-spin Gaunt operator
multiplies the singlet by `2πα²` times the coalescence density. -/
theorem singlet_gaunt_energy (α : ℝ) {a : ℝ} (ha : 0 < a) :
    gauntOperator α a *ᵥ singlet
      = ((2 * π * α ^ 2 * ∫ r, orbitalDensity a r ^ 2 : ℝ) : ℂ) • singlet := by
  have hF : ∀ q, ‖formFactor a q‖ ^ 2 = Real.exp (-(q ⬝ᵥ q) / (4 * a)) := by
    intro q
    rw [formFactor_eq ha, Complex.norm_real, Real.norm_eq_abs, sq_abs, sq, ← Real.exp_add]
    congr 1
    ring
  have k : ∀ i j : Fin 3, spinCoupling a (Pi.single i 1) (Pi.single j 1)
      = if i = j then 8 * π / 3 * (a / π) ^ (3 / 2 : ℝ) else 0 := by
    intro i j
    simp only [spinCoupling, hF]
    rw [gaunt_integral ha]
    rcases eq_or_ne i j with rfl | h
    · simp
    · simp [h, h.symm]
  -- only the scalar product of the two spins survives
  have op : gauntOperator α a
      = ((-(α ^ 2 / 4) * (8 * π / 3 * (a / π) ^ (3 / 2 : ℝ)) : ℝ) : ℂ) •
        ∑ i, pauli i ⊗ₖ pauli i := by
    unfold gauntOperator
    rw [Finset.smul_sum]
    refine Finset.sum_congr rfl fun i _ => ?_
    rw [Finset.sum_eq_single i]
    · rw [k, if_pos rfl]
    · intro j _ hj
      rw [k, if_neg hj.symm]
      simp
    · simp
  rw [op, Matrix.smul_mulVec, singlet_spin, smul_smul, coalescence_density ha]
  congr 1
  push_cast
  ring

end

end GaussianGaunt
```

```lean
#print axioms GaussianGaunt.singlet_gaunt_energy
```

```
'GaussianGaunt.singlet_gaunt_energy' depends on axioms: [propext, Classical.choice, Quot.sound]
```

**Q:** Is this helium's Gaunt energy, then?

**A:** It is the leading spin-spin term for a helium-like pair in this one-parameter orbital. There is no nucleus, electron correlation, orbital-current term or retardation in the model. For electronic-structure codes, it gives a closed-form reference value for the spin-spin part of the Gaunt energy, to order $\alpha^2$, when both electrons share a single s-type Gaussian.

**Q:** What happens for a very diffuse orbital?

**A:** As $a\to0^+$, the energy vanishes as $a^{3/2}$, that is, as the inverse volume of the orbital: the electrons rarely meet.
